# With its nonadiabatic dipole term, the r⁻⁶ polarization coefficient of ground-state hydrogen is 69/8

The polarization potential that a distant, slow electron feels outside an atomic core can be extended from r⁻⁴ to r⁻⁶. The coefficient of the added term combines the static quadrupole polarizability α_q of the core with a nonadiabatic dipole coefficient β₁. For a hydrogen atom in its ground state, taking the coefficient to be -(α_q - 6β₁)/2, the result in atomic units is 69/8.

```lean
import Mathlib

open MeasureTheory

namespace NonadiabaticCorePolarization

noncomputable section

/-- The radial operator `H - E` of the hydrogen atom for angular momentum `l`, acting on the
factor `g` that multiplies the 1s orbital (atomic units). -/
def radialOp (l : ℕ) (g : ℝ → ℝ) (r : ℝ) : ℝ :=
  -(deriv (deriv g) r) / 2 - deriv g r / r + deriv g r + l * (l + 1) * g r / (2 * r ^ 2)

/-- The radial factor `g_l` of the first-order response to a multipole field `r^l`. -/
def response (l : ℕ) (r : ℝ) : ℝ := r ^ l / (l : ℝ) + r ^ (l + 1) / ((l : ℝ) + 1)

/-- The radial average over the hydrogen 1s density `4 r² exp(-2r)`. -/
def groundAverage (f : ℝ → ℝ) : ℝ :=
  ∫ r in Set.Ioi (0 : ℝ), 4 * r ^ 2 * Real.exp (-(2 * r)) * f r

/-- The nonadiabatic coefficient `β_l`: the squared norm of the first-order response,
with the angular factor `1/(2l+1)`. -/
def nonadiabatic (l : ℕ) : ℝ := groundAverage (fun r => response l r ^ 2) / (2 * l + 1)

/-- The static quadrupole polarizability `α_q`, as an average over the 1s density. -/
def quadrupolePolarizability : ℝ := 2 / 5 * groundAverage (fun r => r ^ 2 * response 2 r)

/-- The coefficient of `r⁻⁶` in the polarization potential, `-(α_q - 6 β_1)/2`. -/
def sixthCoefficient : ℝ := -(quadrupolePolarizability - 6 * nonadiabatic 1) / 2

/-- The radial factor obtained when the dipole response itself serves as the source. -/
def secondResponse (r : ℝ) : ℝ := 11 / 6 * r + 11 / 12 * r ^ 2 + 1 / 6 * r ^ 3

/-- For every multipole `l ≥ 1`, `g_l` solves the first-order equation with source `r^l`. -/
theorem radialOp_response (l : ℕ) (hl : 1 ≤ l) (r : ℝ) (hr : 0 < r) :
    radialOp l (response l) r = r ^ l := by
  obtain ⟨k, rfl⟩ := Nat.exists_eq_add_of_le' hl
  have a : (k : ℝ) + 1 ≠ 0 := by positivity
  have b : (k : ℝ) + 1 + 1 ≠ 0 := by positivity
  have hr0 : r ≠ 0 := hr.ne'
  -- first derivative
  have h1 : ∀ x, HasDerivAt (response (k + 1)) (x ^ k + x ^ (k + 1)) x := by
    intro x
    have h := ((hasDerivAt_pow (k + 1) x).div_const ((k + 1 : ℕ) : ℝ)).fun_add
      ((hasDerivAt_pow (k + 1 + 1) x).div_const (((k + 1 : ℕ) : ℝ) + 1))
    refine HasDerivAt.congr_deriv (f := response (k + 1)) h ?_
    simp only [Nat.add_sub_cancel]
    push_cast
    field_simp
  have d1 : deriv (response (k + 1)) = fun x => x ^ k + x ^ (k + 1) :=
    funext fun x => (h1 x).deriv
  -- second derivative, with the power `k - 1` written as a quotient
  have hk : (k : ℝ) * r ^ (k - 1) = k * r ^ k / r := by
    cases k with
    | zero => simp
    | succ m =>
      rw [Nat.add_sub_cancel, pow_succ, ← mul_assoc, mul_div_cancel_right₀ _ hr0]
  have d2 : deriv (fun x : ℝ => x ^ k + x ^ (k + 1)) r = k * r ^ k / r + (k + 1) * r ^ k := by
    rw [((hasDerivAt_pow k r).fun_add (hasDerivAt_pow (k + 1) r)).deriv, hk,
      Nat.add_sub_cancel, Nat.cast_add, Nat.cast_one]
  unfold radialOp
  rw [d1, d2]
  unfold response
  push_cast
  field_simp
  ring

/-- The exponential moments of the 1s density: `∫ r^n exp(-2r) dr = n!/2^(n+1)` over `r > 0`. -/
theorem moment (n : ℕ) :
    ∫ r in Set.Ioi (0 : ℝ), r ^ n * Real.exp (-(2 * r)) = n.factorial / 2 ^ (n + 1) := by
  have h := Real.integral_rpow_mul_exp_neg_mul_Ioi (a := (n : ℝ) + 1) (r := 2)
    (by positivity) (by norm_num)
  have e : (1 / 2 : ℝ) ^ ((n : ℝ) + 1) = 1 / 2 ^ (n + 1) := by
    rw [show (n : ℝ) + 1 = ((n + 1 : ℕ) : ℝ) by simp, Real.rpow_natCast, one_div_pow]
  rw [Real.Gamma_nat_eq_factorial, e] at h
  simp only [add_sub_cancel_right, Real.rpow_natCast] at h
  rw [h]
  ring

/-- The 1s average of a combination of three powers of `r`. -/
theorem average_trinomial (a b c : ℝ) (i j k : ℕ) :
    groundAverage (fun r => a * r ^ i + b * r ^ j + c * r ^ k) =
      a * (i + 2).factorial / 2 ^ (i + 1) + b * (j + 2).factorial / 2 ^ (j + 1)
        + c * (k + 2).factorial / 2 ^ (k + 1) := by
  -- a nonzero integral can only come from an integrable function
  have hi : ∀ n : ℕ, Integrable (fun r : ℝ => r ^ n * Real.exp (-(2 * r)))
      (volume.restrict (Set.Ioi 0)) := by
    intro n
    by_contra h
    have h0 := integral_undef h
    rw [moment n] at h0
    have : (0 : ℝ) < n.factorial / 2 ^ (n + 1) := by positivity
    exact this.ne' h0
  have h1 := (hi (i + 2)).const_mul (4 * a)
  have h2 := (hi (j + 2)).const_mul (4 * b)
  have h3 := (hi (k + 2)).const_mul (4 * c)
  have h12 : Integrable (fun r : ℝ => 4 * a * (r ^ (i + 2) * Real.exp (-(2 * r)))
      + 4 * b * (r ^ (j + 2) * Real.exp (-(2 * r)))) (volume.restrict (Set.Ioi 0)) := h1.add h2
  have e : groundAverage (fun r => a * r ^ i + b * r ^ j + c * r ^ k) =
      ∫ r in Set.Ioi (0 : ℝ), (4 * a * (r ^ (i + 2) * Real.exp (-(2 * r)))
        + 4 * b * (r ^ (j + 2) * Real.exp (-(2 * r)))
        + 4 * c * (r ^ (k + 2) * Real.exp (-(2 * r)))) := by
    unfold groundAverage
    congr 1
    funext r
    ring
  rw [e, integral_add h12 h3, integral_add h1 h2, integral_const_mul, integral_const_mul,
    integral_const_mul, moment, moment, moment]
  ring

/-- The nonadiabatic coefficient of hydrogen in closed form for every multipole `l ≥ 1`. -/
theorem nonadiabatic_eq (l : ℕ) (hl : 1 ≤ l) :
    nonadiabatic l = (2 * l + 2).factorial
      * (2 * (l : ℝ) ^ 4 + 11 * (l : ℝ) ^ 3 + 18 * (l : ℝ) ^ 2 + 10 * l + 2)
      / ((2 * l + 1) * 4 ^ (l + 1) * (l : ℝ) ^ 2 * ((l : ℝ) + 1) ^ 2) := by
  have hl0 : (l : ℝ) ≠ 0 := by
    have : l ≠ 0 := by omega
    exact_mod_cast this
  have hl1 : (l : ℝ) + 1 ≠ 0 := by positivity
  have hl2 : 2 * (l : ℝ) + 1 ≠ 0 := by positivity
  -- expand the square of the response
  have e : (fun r => response l r ^ 2) = fun r => (1 / (l : ℝ)) ^ 2 * r ^ (2 * l)
      + 2 * (1 / (l : ℝ)) * (1 / ((l : ℝ) + 1)) * r ^ (2 * l + 1)
      + (1 / ((l : ℝ) + 1)) ^ 2 * r ^ (2 * l + 2) := by
    funext r
    unfold response
    ring
  have f1 : ((2 * l + 1 + 2).factorial : ℝ) = (2 * l + 3) * (2 * l + 2).factorial := by
    rw [show 2 * l + 1 + 2 = (2 * l + 2) + 1 by ring, Nat.factorial_succ]
    push_cast
    ring
  have f2 : ((2 * l + 2 + 2).factorial : ℝ)
      = (2 * l + 4) * (2 * l + 3) * (2 * l + 2).factorial := by
    rw [show 2 * l + 2 + 2 = (2 * l + 1 + 2) + 1 by ring, Nat.factorial_succ, Nat.cast_mul, f1]
    push_cast
    ring
  have p : (4 : ℝ) ^ (l + 1) = 2 ^ (2 * l + 2) := by
    rw [show 2 * l + 2 = 2 * (l + 1) by ring, pow_mul]
    norm_num
  rw [nonadiabatic, e, average_trinomial, f1, f2, p]
  field_simp
  ring

/-- Applying `H - E` to the second response gives back the dipole response `g_1`. -/
theorem radialOp_secondResponse (r : ℝ) (hr : 0 < r) :
    radialOp 1 secondResponse r = response 1 r := by
  have hr0 : r ≠ 0 := hr.ne'
  have h1 : ∀ x, HasDerivAt secondResponse (11 / 6 + 11 / 6 * x + 1 / 2 * x ^ 2) x := by
    intro x
    have h := (((hasDerivAt_id' x).const_mul (11 / 6 : ℝ)).fun_add
      ((hasDerivAt_pow 2 x).const_mul (11 / 12 : ℝ))).fun_add
      ((hasDerivAt_pow 3 x).const_mul (1 / 6 : ℝ))
    refine HasDerivAt.congr_deriv (f := secondResponse) h ?_
    norm_num
    ring
  have d1 : deriv secondResponse = fun x => 11 / 6 + 11 / 6 * x + 1 / 2 * x ^ 2 :=
    funext fun x => (h1 x).deriv
  have h2 : HasDerivAt (fun x : ℝ => 11 / 6 + 11 / 6 * x + 1 / 2 * x ^ 2) (11 / 6 + r) r := by
    have h := (((hasDerivAt_id' r).const_mul (11 / 6 : ℝ)).const_add (11 / 6 : ℝ)).fun_add
      ((hasDerivAt_pow 2 r).const_mul (1 / 2 : ℝ))
    refine h.congr_deriv ?_
    norm_num
    ring
  unfold radialOp
  rw [d1, h2.deriv]
  unfold secondResponse response
  push_cast
  field_simp
  ring

/-- The dipole nonadiabatic coefficient equals one third of the 1s average of `r` times the
second response. -/
theorem nonadiabatic_eq_secondResponse :
    nonadiabatic 1 = groundAverage (fun r => r * secondResponse r) / 3 := by
  have e : (fun r => r * secondResponse r)
      = fun r => 11 / 6 * r ^ 2 + 11 / 12 * r ^ 3 + 1 / 6 * r ^ 4 := by
    funext r
    unfold secondResponse
    ring
  rw [nonadiabatic_eq 1 le_rfl, e, average_trinomial]
  norm_num [Nat.factorial]

/-- The dipole nonadiabatic coefficient of hydrogen is `43/8`, and the coefficient of `r⁻⁶` in
its polarization potential is `69/8`. -/
theorem hydrogen_sixthCoefficient : nonadiabatic 1 = 43 / 8 ∧ sixthCoefficient = 69 / 8 := by
  have hb : nonadiabatic 1 = 43 / 8 := by
    rw [nonadiabatic_eq 1 le_rfl]
    norm_num [Nat.factorial]
  -- the quadrupole average enters as a two-term polynomial
  have e : (fun r => r ^ 2 * response 2 r)
      = fun r => 1 / 2 * r ^ 4 + 1 / 3 * r ^ 5 + 0 * r ^ 0 := by
    funext r
    unfold response
    push_cast
    ring
  refine ⟨hb, ?_⟩
  rw [sixthCoefficient, hb, quadrupolePolarizability, e, average_trinomial]
  norm_num [Nat.factorial]

end

end NonadiabaticCorePolarization
```

```lean
#print axioms NonadiabaticCorePolarization.radialOp_response
#print axioms NonadiabaticCorePolarization.radialOp_secondResponse
#print axioms NonadiabaticCorePolarization.nonadiabatic_eq_secondResponse
#print axioms NonadiabaticCorePolarization.hydrogen_sixthCoefficient
```

```
'NonadiabaticCorePolarization.radialOp_response' depends on axioms: [propext, Classical.choice, Quot.sound]
'NonadiabaticCorePolarization.radialOp_secondResponse' depends on axioms: [propext, Classical.choice, Quot.sound]
'NonadiabaticCorePolarization.nonadiabatic_eq_secondResponse' depends on axioms: [propext, Classical.choice, Quot.sound]
'NonadiabaticCorePolarization.hydrogen_sixthCoefficient' depends on axioms: [propext, Classical.choice, Quot.sound]
```

## The response equation and the averages

Two distances are involved. In the code, r is the distance of the atom's own electron from the nucleus. The polarization potential acts on a second, distant electron, whose distance is written R from here on, so the r⁻⁶ of the title, the opening and the docstrings is R⁻⁶.

The function `response l` is

g_l(r) = r^l/l + r^(l+1)/(l+1).

The theorem `radialOp_response` states that, for every l ≥ 1 and r > 0,

-g_l''/2 - g_l'/r + g_l' + l(l+1) g_l/(2r²) = r^l.

The left side is `radialOp l`. Angle brackets denote `groundAverage`, the integral over r > 0 with the normalised 1s radial density 4r² exp(-2r). The remaining quantities are defined by

β_l = ⟨g_l²⟩/(2l+1),
α_q = (2/5)⟨r² g_2⟩,
`sixthCoefficient` = -(α_q - 6β₁)/2.

The theorem `nonadiabatic_eq` gives β_l in closed form for all l ≥ 1, and `hydrogen_sixthCoefficient` states that β₁ = 43/8 and that the coefficient is 69/8. Two further theorems concern h, called `secondResponse`: applying the l = 1 operator to h returns g_1, and ⟨r h⟩/3 equals β₁.

## A distant electron and a lagging dipole

Let ψ₀ be the 1s orbital, proportional to exp(-r). For any smooth factor f,

(H - E)(f ψ₀) = ψ₀ (-∇²f/2 + ∂f/∂r).

Setting f = g(r) P_l(cos θ) gives the operator `radialOp l`. This reduction from three dimensions to one is built into the definition.

An electron at distance R perturbs the atom by the multipole terms r^l P_l(cos θ)/R^(l+1). The first-order change of the orbital is therefore -g_l P_l ψ₀/R^(l+1), and the second-order energy is -α_l/(2R^(2l+2)), with

α_l = (2/(2l+1)) ⟨r^l g_l⟩.

For l = 2 this is the static quadrupole contribution -α_q/(2R⁶).

The nonadiabatic contribution arises because the outer electron moves and the induced dipole has to follow it. Write the dipole part of the response as ψ₁ = -(g_1/r) Σ_j x_j F_j ψ₀, where F_j = R_j/R³. The outer electron's kinetic energy then includes

(1/2)∫|∇_R ψ₁|² = (1/2)(⟨g_1²⟩/3) Σ_ij (∂F_j/∂R_i)².

The matrix ∂F_j/∂R_i has eigenvalues 1/R³, 1/R³ and -2/R³, so the sum is 6/R⁶ and the contribution is +3β₁/R⁶. Together the two parts give the combination -(α_q - 6β₁)/2. The file takes this combination as a definition and evaluates it.

The sign matters for a model potential. The quadrupole term alone would give -15/2, an attraction, whereas the nonadiabatic term adds 129/8 and makes the R⁻⁶ term repulsive. These numbers are for a neutral hydrogen atom as the core and a distant, slow outer electron. Other cores, He⁺ included, have their own α_q and β₁. At short range the expansion fails, and model potentials commonly damp it with a cutoff function.

## Why g_l solves the equation

The derivatives are

g_l' = r^(l-1) + r^l,
g_l'' = (l-1) r^(l-2) + l r^(l-1).

Collecting powers on the left side of the response equation gives

r^(l-2): -(l-1)/2 - 1 + (l+1)/2 = 0,
r^(l-1): -l/2 - 1 + 1 + l/2 = 0,
r^l: 1.

Only the source r^l remains. The proof of `radialOp_response` writes l = k + 1 and establishes the two derivatives as `d1` and `d2`. The auxiliary step `hk` rewrites k r^(k-1) as k r^k/r, which covers the dipole case k = 0 together with the others. After that, `field_simp` clears the denominators and `ring` performs the cancellation above.

The theorem shows that g_l is a solution, not that it is the only one. Physically it is selected by being regular at the origin and by g_l ψ₀ being normalisable.

## Moments and the closed form of β_l

The Gamma integral gives ∫ r^n exp(-2r) dr = n!/2^(n+1) over r > 0, which is `moment`. Consequently

⟨r^n⟩ = 4 (n+2)!/2^(n+3) = (n+2)!/2^(n+1).

The lemma `average_trinomial` applies this to a sum of three powers. Splitting the integral requires each term to be integrable. Lean assigns the value zero to the integral of a non-integrable function, so the nonzero value in `moment` already implies integrability.

Squaring the response gives

g_l² = r^(2l)/l² + 2r^(2l+1)/(l(l+1)) + r^(2l+2)/((l+1)²).

With (2l+2)!/4^(l+1) taken out as a common factor, the average is

⟨g_l²⟩ = ((2l+2)!/4^(l+1)) [2/l² + 2(2l+3)/(l(l+1)) + (l+2)(2l+3)/(l+1)²].

Over the common denominator l²(l+1)², the numerator of the bracket is

2(l+1)² + 2l(l+1)(2l+3) + l²(l+2)(2l+3) = 2l⁴ + 11l³ + 18l² + 10l + 2.

Dividing by 2l+1 gives

β_l = (2l+2)! (2l⁴ + 11l³ + 18l² + 10l + 2) / ((2l+1) 4^(l+1) l² (l+1)²).

In `nonadiabatic_eq`, `e` is the expanded square, `f1` and `f2` reduce the larger factorials to (2l+2)!, and `p` identifies 4^(l+1) with 2^(2l+2).

## The dipole coefficient as a resolvent applied twice

Using g_1 as the source of a second response equation leads to

h = 11r/6 + 11r²/12 + r³/6,
h' = 11/6 + 11r/6 + r²/2,
h'' = 11/6 + r.

In -h''/2 - h'/r + h' + h/r², the 1/r terms and the constants cancel. The coefficient of r is -1/2 - 1/2 + 11/6 + 1/6 = 1 and that of r² is 1/2, so the result is r + r²/2 = g_1. The proof of `radialOp_secondResponse` follows the same route.

Since H - E is symmetric, it can be moved from one factor to the other:

⟨g_1²⟩ = ⟨g_1 (H - E)h⟩ = ⟨r h⟩,

where H - E stands for the l = 1 radial operator. Thus β₁ contains the inverse of H - E twice, while a static polarizability contains it once. The theorem `nonadiabatic_eq_secondResponse` obtains the equality by evaluating both sides, without using symmetry. From ⟨r²⟩ = 3, ⟨r³⟩ = 15/2 and ⟨r⁴⟩ = 45/2,

⟨r h⟩/3 = (11/2 + 55/8 + 15/4)/3 = 43/8.

## Evaluating 69/8

At l = 1 the closed form gives

β₁ = 24 · 43/(3 · 16 · 1 · 4) = 43/8.

For the quadrupole, r² g_2 = r⁴/2 + r⁵/3 and ⟨r⁵⟩ = 315/4, so

α_q = (2/5)(45/4 + 105/4) = 15.

The coefficient is therefore

-(15 - 6 · 43/8)/2 = 69/8.

The proof of `hydrogen_sixthCoefficient` follows these steps, adding a zero third term to the quadrupole polynomial so that `average_trinomial` applies.

## Static polarizabilities from the same moments

Averaging r^l g_l instead of g_l² gives the static polarizabilities of hydrogen for every l ≥ 1:

α_l = 2(l+2)(2l+2)!/(4^(l+1) l(l+1)).

This yields 9/2 for the dipole, which sets the leading term -9/(4R⁴), and 15 for the quadrupole. The general formula is a by-product of the derivation by hand and is not among the theorems of the file.
